# Regular linear summation methods with finite rows have uniformly bounded absolute row sums

A summation method replaces a sequence of data, such as successive approximations to a physical quantity, by weighted combinations of its entries. Here the weights are real, each row has only finitely many nonzero ones, and the method is regular: it sends every convergent real sequence to a sequence with the same limit. The declaration `IsRegular.bounded` states that the sums of the absolute values of the weights in each row then lie below one bound, the same for all rows. The proof treats each row as a continuous linear functional on the real sequences that tend to zero, and bounds the norms of these functionals together by the Banach–Steinhaus theorem. It then applies each functional to the signs of its own weights, a sequence of norm at most one, which gives back the absolute row sum.

The failing Lean file:

```lean
import Mathlib

open Filter Topology
open scoped ZeroAtInfty

namespace Bounded

noncomputable section

variable {E : Type*} [NormedAddCommGroup E] [NormedSpace ℝ E]

/-- The transformed sequence: entry `n` is the combination of the data `s k` with the
finitely many nonzero weights `w n k` of row `n`. -/
def transform (w : ℕ → ℕ →₀ ℝ) (s : ℕ → E) (n : ℕ) : E :=
  ∑ k ∈ (w n).support, w n k • s k

/-- The sum of the absolute values of the weights in row `n`. -/
def absRowSum (w : ℕ → ℕ →₀ ℝ) (n : ℕ) : ℝ := ∑ k ∈ (w n).support, |w n k|

/-- A method is regular if it sends every convergent real sequence to a sequence with the
same limit. -/
def IsRegular (w : ℕ → ℕ →₀ ℝ) : Prop :=
  ∀ (s : ℕ → ℝ) (L : ℝ), Tendsto s atTop (𝓝 L) → Tendsto (transform w s) atTop (𝓝 L)

/-- Error splitting: if the data are at most `ε` in norm from index `K` on, the transformed value
has norm at most the sum of `|w n k| * ‖s k‖` over `k < K` plus `ε` times the absolute row sum. -/
theorem norm_transform_le (w : ℕ → ℕ →₀ ℝ) (s : ℕ → E) (n K : ℕ) (ε : ℝ)
    (hs : ∀ k, K ≤ k → ‖s k‖ ≤ ε) :
    ‖transform w s n‖ ≤ ∑ k ∈ Finset.range K, |w n k| * ‖s k‖ + ε * absRowSum w n := by
  have hε : 0 ≤ ε := (norm_nonneg _).trans (hs K le_rfl)
  have hhead : ∑ k ∈ (w n).support, (if k < K then |w n k| * ‖s k‖ else 0)
      ≤ ∑ k ∈ Finset.range K, |w n k| * ‖s k‖ := by
    rw [← Finset.sum_filter]
    apply Finset.sum_le_sum_of_subset_of_nonneg
    · intro k hk
      exact Finset.mem_range.mpr (Finset.mem_filter.mp hk).2
    · intro k _ _
      positivity
  calc ‖transform w s n‖ ≤ ∑ k ∈ (w n).support, ‖w n k • s k‖ := norm_sum_le _ _
    _ ≤ ∑ k ∈ (w n).support, ((if k < K then |w n k| * ‖s k‖ else 0) + ε * |w n k|) := by
        apply Finset.sum_le_sum
        intro k _
        rw [norm_smul, Real.norm_eq_abs]
        split_ifs with h
        · have : 0 ≤ ε * |w n k| := by positivity
          linarith
        · have := mul_le_mul_of_nonneg_left (hs k (not_lt.mp h)) (abs_nonneg (w n k))
          linarith
    _ ≤ _ := by
        rw [Finset.sum_add_distrib, ← Finset.mul_sum]
        exact add_le_add hhead le_rfl

/-- A regular method has uniformly bounded absolute row sums. -/
theorem IsRegular.bounded {w : ℕ → ℕ →₀ ℝ} (h : IsRegular w) :
    ∃ M, ∀ n, absRowSum w n ≤ M := by
  -- each row is a continuous functional on the Banach space of null sequences
  let g : ℕ → C₀(ℕ, ℝ) →L[ℝ] ℝ := fun n => LinearMap.mkContinuous
    { toFun := fun f => transform w (⇑f) n
      map_add' := fun f f' => by simp [transform, mul_add, Finset.sum_add_distrib]
      map_smul' := fun c f => by simp [transform, Finset.mul_sum, mul_left_comm] }
    (absRowSum w n) (fun f => by
      have hf := norm_transform_le w (⇑f) n 0 ‖f‖ (fun k _ => by
        rw [← ZeroAtInftyContinuousMap.norm_toBCF_eq_norm]
        exact f.toBCF.norm_coe_le_norm k)
      rw [Finset.range_zero, Finset.sum_empty, zero_add, mul_comm] at hf
      exact hf)
  obtain ⟨C, hC⟩ := banach_steinhaus (g := g) (fun f => by
    have hf := f.zero_at_infty'
    rw [Filter.cocompact_eq_cofinite, Nat.cofinite_eq_atTop] at hf
    obtain ⟨B, hB⟩ := (h (⇑f) 0 hf).norm.bddAbove_range
    exact ⟨B, fun n => hB ⟨n, rfl⟩⟩)
  refine ⟨C, fun n => ?_⟩
  -- the signs of row `n` form a null sequence that attains the absolute row sum
  let f : C₀(ℕ, ℝ) :=
    { toFun := fun k => Real.sign (w n k)
      continuous_toFun := continuous_of_discreteTopology
      zero_at_infty' := by
        rw [Filter.cocompact_eq_cofinite]
        refine tendsto_const_nhds.congr' ?_
        filter_upwards [(w n).support.finite_toSet.compl_mem_cofinite] with k hk
        have hk0 : w n k = 0 := by simpa using hk
        simp [hk0] }
  have hf1 : ‖f‖ ≤ 1 := by
    rw [← ZeroAtInftyContinuousMap.norm_toBCF_eq_norm,
      BoundedContinuousFunction.norm_le zero_le_one]
    intro k
    change ‖Real.sign (w n k)‖ ≤ 1
    rcases Real.sign_apply_eq (w n k) with hk | hk | hk <;> simp [hk]
  have hval : g n f = absRowSum w n := by
    change ∑ k ∈ (w n).support, w n k • Real.sign (w n k) = ∑ k ∈ (w n).support, |w n k|
    refine Finset.sum_congr rfl fun k _ => ?_
    rcases lt_trichotomy (w n k) 0 with hk | hk | hk
    · simp [Real.sign_of_neg hk, abs_of_neg hk]
    · simp [hk]
    · simp [Real.sign_of_pos hk, abs_of_pos hk]
  calc absRowSum w n = g n f := hval.symm
    _ ≤ ‖g n f‖ := Real.le_norm_self _
    _ ≤ ‖g n‖ * ‖f‖ := (g n).le_opNorm f
    _ ≤ ‖g n‖ * 1 := mul_le_mul_of_nonneg_left hf1 (norm_nonneg _)
    _ ≤ C := by rw [mul_one]; exact hC n

end

end Bounded
```

The error:

```
Main.lean:99:51: error: Application type mismatch: The argument
  norm_nonneg ?m.486
has type
  0 ≤ @norm ?m.484 SeminormedAddGroup.toNorm ?m.486
but is expected to have type
  0 ≤ @norm ((ℕ →C₀ ℝ) →L[ℝ] ℝ) ContinuousLinearMap.hasOpNorm (g n)
in the application
  mul_le_mul_of_nonneg_left hf1 (norm_nonneg ?m.486)
```

What went wrong. The error is in the step from `‖g n‖ * ‖f‖` to `‖g n‖ * 1`. Besides `‖f‖ ≤ 1`, `mul_le_mul_of_nonneg_left` needs a proof that `‖g n‖` is nonnegative. That is true, but Lean could not accept `norm_nonneg _` as the proof.

The general lemma `norm_nonneg` speaks of the norm that comes from a `SeminormedAddGroup` structure. The goal has the operator norm, given directly by the instance `ContinuousLinearMap.hasOpNorm`. To use the lemma, Lean had to fill in its unknown type, structure and element so that the two norms agreed. It did not manage this, and the message shows the type and the element still open as `?m.484` and `?m.486`.

The repair uses `(g n).opNorm_nonneg` instead. This lemma is stated for the operator norm of a continuous linear map, and `g n` is named explicitly, so its type fits the expected one and no general norm structure has to be matched.

This version goes through:

```diff
@@ -97,5 +97,5 @@
     _ ≤ ‖g n f‖ := Real.le_norm_self _
     _ ≤ ‖g n‖ * ‖f‖ := (g n).le_opNorm f
-    _ ≤ ‖g n‖ * 1 := mul_le_mul_of_nonneg_left hf1 (norm_nonneg _)
+    _ ≤ ‖g n‖ * 1 := mul_le_mul_of_nonneg_left hf1 (g n).opNorm_nonneg
     _ ≤ C := by rw [mul_one]; exact hC n
 
```
